# A differentiable energy on a convex region is strictly convex exactly when every step in it satisfies the curvature condition

A quasi-Newton geometry optimisation with BFGS updates takes a nonzero step \(s\), observes the gradient change \(\Delta g\), and looks for a positive definite Hessian approximation \(B\) with \(Bs=\Delta g\), which is possible only if \(\langle \Delta g,s\rangle=\langle Bs,s\rangle>0\). For a differentiable energy on a convex region, this inequality holds for every step between distinct points of the region if and only if the energy is strictly convex there.

```lean
import Mathlib

open Set
open scoped InnerProductSpace

namespace CurvatureConvexity

noncomputable section

variable {E : Type*} [NormedAddCommGroup E] [InnerProductSpace ℝ E]

/-- The curvature condition on a region `S`: for every step between distinct points of `S`,
the gradient change has positive inner product with the step. -/
def CurvatureConditionOn (g : E → E) (S : Set E) : Prop :=
  ∀ x ∈ S, ∀ x' ∈ S, x ≠ x' → 0 < ⟪g x' - g x, x' - x⟫_ℝ

/-- The quadratic model energy `1/2 ⟪A x, x⟫ - ⟪b, x⟫`. When `A` is symmetric, it is the Hessian. -/
def quadraticEnergy (A : E →L[ℝ] E) (b : E) (x : E) : ℝ :=
  1 / 2 * ⟪A x, x⟫_ℝ - ⟪b, x⟫_ℝ

/-- Suppose that, for each point `x` of a convex region, the energy at every other point of the
region lies strictly above the plane of slope `g x` that touches the energy at `x`. Then the energy
is strictly convex on the region. -/
theorem strictConvexOn_of_tangent_lt {f : E → ℝ} {g : E → E} {S : Set E} (hS : Convex ℝ S)
    (hT : ∀ x ∈ S, ∀ x' ∈ S, x ≠ x' → f x + ⟪g x, x' - x⟫_ℝ < f x') :
    StrictConvexOn ℝ S f := by
  refine ⟨hS, fun x hx y hy hxy a b ha hb hab => ?_⟩
  have hz : a • x + b • y ∈ S := hS hx hy ha.le hb.le hab
  obtain rfl : b = 1 - a := by linarith
  -- seen from the intermediate point, the endpoints lie in opposite directions along one line
  have e1 : x - (a • x + (1 - a) • y) = (1 - a) • (x - y) := by module
  have e2 : y - (a • x + (1 - a) • y) = (-a) • (x - y) := by module
  have n1 : x - (a • x + (1 - a) • y) ≠ 0 := by
    rw [e1]
    exact smul_ne_zero hb.ne' (sub_ne_zero.2 hxy)
  have n2 : y - (a • x + (1 - a) • y) ≠ 0 := by
    rw [e2]
    exact smul_ne_zero (neg_ne_zero.2 ha.ne') (sub_ne_zero.2 hxy)
  have h1 := hT _ hz x hx (fun h => n1 (sub_eq_zero.2 h.symm))
  have h2 := hT _ hz y hy (fun h => n2 (sub_eq_zero.2 h.symm))
  rw [e1, inner_smul_right] at h1
  rw [e2, inner_smul_right] at h2
  simp only [smul_eq_mul]
  -- in the weighted sum the slope terms cancel
  nlinarith [mul_pos ha (sub_pos.2 h1), mul_pos hb (sub_pos.2 h2)]

variable [CompleteSpace E]

/-- The derivative of the energy along a straight step `s` is the inner product of the gradient
at the current point with `s`. -/
theorem hasDerivAt_along_step {f : E → ℝ} {g : E → E} {x s : E} {t : ℝ}
    (h : HasGradientAt f (g (x + t • s)) (x + t • s)) :
    HasDerivAt (fun r : ℝ => f (x + r • s)) ⟪g (x + t • s), s⟫_ℝ t := by
  have hline : HasDerivAt (fun r : ℝ => x + r • s) s t := by
    have h1 := ((hasDerivAt_id' t).smul_const s).const_add x
    rw [one_smul] at h1
    exact h1
  have h2 := HasFDerivAt.comp_hasDerivAt t h.hasFDerivAt hline
  exact h2.congr_deriv (by simp)

/-- If a differentiable energy is strictly convex on a region, then its tangent plane at a point `x`
of the region lies strictly below the energy at every other point of the region. -/
theorem tangent_lt_of_strictConvexOn {f : E → ℝ} {g : E → E} {S : Set E}
    (hg : ∀ x ∈ S, HasGradientAt f (g x) x) (hf : StrictConvexOn ℝ S f)
    {x x' : E} (hx : x ∈ S) (hx' : x' ∈ S) (hne : x ≠ x') :
    f x + ⟪g x, x' - x⟫_ℝ < f x' := by
  have hs : x' - x ≠ 0 := sub_ne_zero.2 hne.symm
  have hmem : ∀ t ∈ Icc (0 : ℝ) 1, x + t • (x' - x) ∈ S :=
    fun t ht => hf.1.add_smul_sub_mem hx hx' ht
  have h0 : x + (0 : ℝ) • (x' - x) = x := by module
  have h1 : x + (1 : ℝ) • (x' - x) = x' := by module
  -- the energy profile along the segment is strictly convex
  have hline : StrictConvexOn ℝ (Icc (0 : ℝ) 1) (fun t : ℝ => f (x + t • (x' - x))) := by
    refine ⟨convex_Icc 0 1, fun t ht u hu htu a b ha hb hab => ?_⟩
    have hd : x + t • (x' - x) ≠ x + u • (x' - x) :=
      fun h => htu (smul_left_injective ℝ hs (add_left_cancel h))
    have h := hf.2 (hmem t ht) (hmem u hu) hd ha hb hab
    have e : a • (x + t • (x' - x)) + b • (x + u • (x' - x))
        = x + (a • t + b • u) • (x' - x) := by
      obtain rfl : b = 1 - a := by linarith
      simp only [smul_eq_mul]
      module
    rw [e] at h
    exact h
  have hd := hasDerivAt_along_step (hg _ (hmem 0 (by simp)))
  have h := hline.lt_slope_of_hasDerivAt (by simp) (by simp) zero_lt_one hd
  rw [slope_def_field] at h
  simp only [h0, h1, sub_zero, div_one] at h
  linarith

/-- If the curvature condition holds on a convex region, the energy lies strictly above its
tangent plane at every other point of the region. -/
theorem tangent_lt_of_curvature {f : E → ℝ} {g : E → E} {S : Set E} (hS : Convex ℝ S)
    (hg : ∀ x ∈ S, HasGradientAt f (g x) x) (hc : CurvatureConditionOn g S)
    {x x' : E} (hx : x ∈ S) (hx' : x' ∈ S) (hne : x ≠ x') :
    f x + ⟪g x, x' - x⟫_ℝ < f x' := by
  have hs : x' - x ≠ 0 := sub_ne_zero.2 hne.symm
  have hmem : ∀ t ∈ Icc (0 : ℝ) 1, x + t • (x' - x) ∈ S :=
    fun t ht => hS.add_smul_sub_mem hx hx' ht
  have h0 : x + (0 : ℝ) • (x' - x) = x := by module
  have h1 : x + (1 : ℝ) • (x' - x) = x' := by module
  have hd : ∀ t ∈ Icc (0 : ℝ) 1, HasDerivAt (fun r : ℝ => f (x + r • (x' - x)))
      ⟪g (x + t • (x' - x)), x' - x⟫_ℝ t :=
    fun t ht => hasDerivAt_along_step (hg _ (hmem t ht))
  -- the energy difference is the slope at some intermediate point
  obtain ⟨c, hcI, hm⟩ := exists_hasDerivAt_eq_slope (fun r : ℝ => f (x + r • (x' - x)))
    (fun t => ⟪g (x + t • (x' - x)), x' - x⟫_ℝ) zero_lt_one
    (fun t ht => (hd t ht).continuousAt.continuousWithinAt)
    (fun t ht => hd t (Ioo_subset_Icc_self ht))
  simp only [h0, h1, sub_zero, div_one] at hm
  -- that slope exceeds the initial one by the curvature condition
  have hcne : x ≠ x + c • (x' - x) := by
    intro h
    exact smul_ne_zero hcI.1.ne' hs (left_eq_add.1 h)
  have hk := hc x hx _ (hmem c (Ioo_subset_Icc_self hcI)) hcne
  rw [add_sub_cancel_left, inner_smul_right] at hk
  have hp := (mul_pos_iff_of_pos_left hcI.1).1 hk
  rw [inner_sub_left] at hp
  linarith

/-- A differentiable energy on a convex region is strictly convex if and only if the curvature
condition holds for every step within the region. -/
theorem strictConvexOn_iff_curvature {f : E → ℝ} {g : E → E} {S : Set E} (hS : Convex ℝ S)
    (hg : ∀ x ∈ S, HasGradientAt f (g x) x) :
    StrictConvexOn ℝ S f ↔ CurvatureConditionOn g S := by
  constructor
  · intro hf x hx x' hx' hne
    -- add the tangent inequalities at the two ends of the step
    have h1 := tangent_lt_of_strictConvexOn hg hf hx hx' hne
    have h2 := tangent_lt_of_strictConvexOn hg hf hx' hx hne.symm
    rw [← neg_sub x' x, inner_neg_right] at h2
    rw [inner_sub_left]
    linarith
  · intro hc
    exact strictConvexOn_of_tangent_lt hS
      (fun x hx x' hx' hne => tangent_lt_of_curvature hS hg hc hx hx' hne)

/-- Under the curvature condition on a convex region, a stationary point in the region has
strictly lower energy than every other point of the region. -/
theorem stationary_lt_of_curvature {f : E → ℝ} {g : E → E} {S : Set E} (hS : Convex ℝ S)
    (hg : ∀ x ∈ S, HasGradientAt f (g x) x) (hc : CurvatureConditionOn g S)
    {x₀ x : E} (hx₀ : x₀ ∈ S) (hstat : g x₀ = 0) (hx : x ∈ S) (hne : x₀ ≠ x) :
    f x₀ < f x := by
  have h := tangent_lt_of_curvature hS hg hc hx₀ hx hne
  rw [hstat, inner_zero_left, add_zero] at h
  exact h

/-- The gradient of the quadratic model energy with symmetric Hessian `A` is `A x - b`. -/
theorem hasGradientAt_quadraticEnergy (A : E →L[ℝ] E) (b : E)
    (hA : ∀ u v, ⟪A u, v⟫_ℝ = ⟪u, A v⟫_ℝ) (x : E) :
    HasGradientAt (quadraticEnergy A b) (A x - b) x := by
  rw [hasGradientAt_iff_hasFDerivAt]
  have h := (((A.hasFDerivAt (x := x)).inner ℝ (hasFDerivAt_id x)).const_mul (1 / 2)).sub
    ((hasFDerivAt_const b x).inner ℝ (hasFDerivAt_id x))
  refine h.congr_fderiv ?_
  ext v
  have key : ⟪A v, x⟫_ℝ = ⟪A x, v⟫_ℝ := (hA v x).trans (real_inner_comm _ _)
  simp [fderivInnerCLM_apply, key]
  try ring

/-- A quadratic model energy with symmetric Hessian is strictly convex if and only if the
Hessian is positive on every nonzero displacement. -/
theorem quadraticEnergy_strictConvex_iff (A : E →L[ℝ] E) (b : E)
    (hA : ∀ u v, ⟪A u, v⟫_ℝ = ⟪u, A v⟫_ℝ) :
    StrictConvexOn ℝ univ (quadraticEnergy A b) ↔ ∀ v, v ≠ 0 → 0 < ⟪A v, v⟫_ℝ := by
  rw [strictConvexOn_iff_curvature (g := fun x => A x - b) convex_univ
    (fun x _ => hasGradientAt_quadraticEnergy A b hA x)]
  -- the gradient change is the Hessian applied to the step
  have e : ∀ x x' : E, A x' - b - (A x - b) = A (x' - x) := by
    intro x x'
    rw [map_sub]
    abel
  constructor
  · intro h v hv
    have h1 : 0 < ⟪A v - b - (A 0 - b), v - 0⟫_ℝ :=
      h 0 (mem_univ _) v (mem_univ _) hv.symm
    rw [e, sub_zero] at h1
    exact h1
  · intro h x _ x' _ hne
    change 0 < ⟪A x' - b - (A x - b), x' - x⟫_ℝ
    rw [e]
    exact h _ (sub_ne_zero.2 hne.symm)

end

end CurvatureConvexity
```

```lean
#print axioms CurvatureConvexity.strictConvexOn_iff_curvature
#print axioms CurvatureConvexity.stationary_lt_of_curvature
#print axioms CurvatureConvexity.quadraticEnergy_strictConvex_iff
```

```
'CurvatureConvexity.strictConvexOn_iff_curvature' depends on axioms: [propext, Classical.choice, Quot.sound]
'CurvatureConvexity.stationary_lt_of_curvature' depends on axioms: [propext, Classical.choice, Quot.sound]
'CurvatureConvexity.quadraticEnergy_strictConvex_iff' depends on axioms: [propext, Classical.choice, Quot.sound]
```

## Energies, gradients and steps in the Lean statement

The configuration space `E` is a real inner product space, complete from `hasDerivAt_along_step` onwards, so a real Hilbert space. Euclidean space \(\mathbb R^n\) is the case met in a geometry optimisation. The energy is a function `f : E → ℝ`, the gradient is a map `g : E → E`, and `S` is the region of configurations under consideration.

The hypothesis `hg` says that `f` has gradient `g x` at every `x` in `S`. This is differentiability in the full space, so at a boundary point that belongs to `S` it also constrains how `f` approaches that point from outside the region. Neither continuity of the gradient nor a second derivative is assumed.

`CurvatureConditionOn g S` says that for all distinct \(x,x'\in S\),

\[
\langle g(x')-g(x),\,x'-x\rangle>0 .
\]

With \(s=x'-x\) and \(\Delta g=g(x')-g(x)\), this is the inequality of the opening paragraph, required of every pair of points and not only of the steps that an optimiser happens to take.

`StrictConvexOn ℝ S f` says that `S` is convex and that, for distinct \(x,y\in S\) and \(0<a<1\),

\[
f(ax+(1-a)y)<a f(x)+(1-a)f(y).
\]

The main theorem, `strictConvexOn_iff_curvature`, states that the two properties are equivalent when `S` is convex and `hg` holds. Taking `S` to be `univ` gives the version for the whole space.

Two consequences follow. `stationary_lt_of_curvature` says that, under the curvature condition, a stationary point in `S` has strictly lower energy than every other point of `S`. It does not say that a stationary point exists: \(e^x\) on the real line is strictly convex and has none. `quadraticEnergy_strictConvex_iff` treats the model energy

\[
q(x)=\tfrac12\langle Ax,x\rangle-\langle b,x\rangle ,
\]

with \(A\) a continuous linear map, assumed symmetric, and \(b\) a constant vector. This energy is strictly convex on the whole space exactly when \(\langle Av,v\rangle>0\) for every \(v\neq0\).

## What the equivalence means for an optimisation

For exact gradients of a differentiable energy on a convex region, the theorem says when a quasi-Newton method can count on the curvature condition whatever step it takes: when the energy is strictly convex on that region. On a convex region where the energy is not strictly convex, some pair of distinct points violates the condition. Particular steps may still satisfy it, so a successful run of steps is no proof of convexity.

The energy of an isolated molecule in Cartesian coordinates gives a simple violation. A rigid translation \(s\) changes neither the energy nor the gradient, so \(\Delta g=0\) and \(\langle\Delta g,s\rangle=0\). Such an energy is not strictly convex on any region that contains two translated copies of the same geometry.

## From strict convexity to the curvature condition

Fix distinct points \(x,x'\in S\), put \(s=x'-x\), and follow the energy along the segment:

\[
\varphi(t)=f(x+ts),\qquad \varphi'(t)=\langle g(x+ts),s\rangle,\qquad 0\le t\le1 .
\]

The derivative is the chain rule, and `hasDerivAt_along_step` proves it by composing the derivative of `f` with that of the straight line. Convexity of `S` keeps the segment inside the region, where `hg` applies.

Suppose that `f` is strictly convex. Then \(\varphi\) is strictly convex on \([0,1]\), because distinct values of \(t\) give distinct points when \(s\ne0\). For \(0<t<1\) this means \(\varphi(t)<(1-t)\varphi(0)+t\varphi(1)\), or

\[
\frac{\varphi(t)-\varphi(0)}{t}<\varphi(1)-\varphi(0).
\]

Letting \(t\to0\) directly would weaken the inequality to \(\le\). The strict sign survives if the midpoint is placed in between. Convexity on \([0,\tfrac12]\) bounds the initial slope by the chord slope up to \(\tfrac12\), and strict convexity on \([0,1]\) bounds that chord slope:

\[
\varphi'(0)\le\frac{\varphi(\frac12)-\varphi(0)}{\frac12}<\varphi(1)-\varphi(0).
\]

In terms of the energy, this is the strict tangent inequality

\[
f(x)+\langle g(x),x'-x\rangle<f(x').
\]

It is the content of `tangent_lt_of_strictConvexOn`. The proof there first establishes `hline`, the strict convexity of the profile, and then takes the comparison of derivative and chord slope from Mathlib's `lt_slope_of_hasDerivAt`.

Now use the tangent inequality from both ends of the step. From \(x\) it gives \(\langle g(x),s\rangle<f(x')-f(x)\). From \(x'\), where the displacement is \(-s\), it gives \(f(x')-f(x)<\langle g(x'),s\rangle\). Together,

\[
\langle g(x),s\rangle<f(x')-f(x)<\langle g(x'),s\rangle ,
\]

and subtracting the outer terms yields \(\langle g(x')-g(x),s\rangle>0\). In the first half of `strictConvexOn_iff_curvature` the two inequalities are `h1` and `h2`, and `linarith` combines them.

## From the curvature condition back to strict convexity

Suppose instead that the curvature condition holds. By the mean value theorem there is a \(c\) with \(0<c<1\) and

\[
f(x')-f(x)=\varphi'(c)=\langle g(x+cs),s\rangle .
\]

The points \(x\) and \(x+cs\) are distinct and lie in \(S\), so the condition applies to the partial step \(cs\):

\[
0<\langle g(x+cs)-g(x),cs\rangle=c\,\langle g(x+cs)-g(x),s\rangle .
\]

Dividing by \(c>0\) gives \(\langle g(x),s\rangle<\langle g(x+cs),s\rangle=f(x')-f(x)\), which is again the strict tangent inequality. This is `tangent_lt_of_curvature`: `exists_hasDerivAt_eq_slope` supplies \(c\), and `hk` is the curvature condition for the partial step.

It remains to pass from tangent planes to chords. Take distinct \(x,y\in S\), a weight \(0<a<1\), and the intermediate point \(z=ax+(1-a)y\). Seen from \(z\), the endpoints lie in opposite directions along one line:

\[
x-z=(1-a)(x-y),\qquad y-z=-a(x-y).
\]

With \(d=\langle g(z),x-y\rangle\), the tangent inequalities at \(z\) read

\[
f(z)+(1-a)d<f(x),\qquad f(z)-ad<f(y).
\]

Multiply the first by \(a\) and the second by \(1-a\), then add. The terms in \(d\) cancel, leaving \(f(z)<af(x)+(1-a)f(y)\), which is strict convexity. In `strictConvexOn_of_tangent_lt`, `e1` and `e2` are the two displacement formulas, and `nlinarith` forms the weighted sum. This lemma needs no differentiability: any vector field `g` with the tangent property will do.

## Stationary points and quadratic energies

At a stationary point \(x_0\in S\) the slope term in the tangent inequality vanishes, so \(f(x_0)<f(x)\) for every other \(x\in S\). That is the whole proof of `stationary_lt_of_curvature`.

For the quadratic energy, the derivative at \(x\) in a direction \(v\) is

\[
\tfrac12\bigl(\langle Av,x\rangle+\langle Ax,v\rangle\bigr)-\langle b,v\rangle=\langle Ax-b,v\rangle ,
\]

where symmetry of \(A\) makes the first two terms equal. The gradient is therefore \(Ax-b\), as `hasGradientAt_quadraticEnergy` states. Between \(x\) and \(x'\) it changes by \(A(x'-x)\), so the curvature condition becomes \(\langle A(x'-x),x'-x\rangle>0\) for all distinct \(x,x'\). Every nonzero \(v\) is the step from \(0\) to \(v\), and the condition is positivity of \(A\) on all nonzero vectors. The final theorem rewrites strict convexity with the main equivalence and then carries out this substitution.

## A region with a gap

Convexity of the region matters for more than the definition of a convex function. On the real line, let \(S=(-1,1)\cup(2,3)\) and

\[
f(x)=\begin{cases}\tfrac12x^2, & x<\tfrac32,\\[2pt] \tfrac12x^2-10, & x\ge\tfrac32.\end{cases}
\]

The jump lies in the gap, so \(f\) has gradient \(g(x)=x\) at every point of \(S\). The curvature condition holds, since \((x'-x)^2>0\) for distinct points. Yet the stationary point \(0\) has energy \(0\), while \(f(\tfrac52)=-6.875\). The gradients on the two pieces carry no information about the energy offset between them, and the mean value argument fails because the segment leaves \(S\).

## One dimension and vanishing curvature

For \(E=\mathbb R\) the gradient is the ordinary derivative, and the curvature condition reads \((f'(x')-f'(x))(x'-x)>0\), which says that \(f'\) is strictly increasing on \(S\). If \(S\) has at most one point, there are no steps to test and both sides of the equivalence hold trivially.

The energy \(f(x)=x^4\) shows how weak the positivity can be. It is strictly convex, although its second derivative vanishes at \(0\). For a step from \(0\) to \(x'\neq0\),

\[
\frac{\langle \Delta g,s\rangle}{\langle s,s\rangle}=\frac{4x'^3\cdot x'}{x'^2}=4x'^2 ,
\]

which tends to zero with the step. Strict convexity fixes the sign of the measured curvature but gives it no positive lower bound, so a quasi-Newton update on such an energy can still meet arbitrarily small values of \(\langle\Delta g,s\rangle/\langle s,s\rangle\).
